# At equilibrium with the bulk, a defect reaction has an energy independent of chemical potentials and Fermi level exactly when it is neutral and stoichiometric

When a Schottky energy is taken from supercell calculations, the energies of several charged vacancies are combined and one number is reported, with no growth conditions and no doping level attached. A single vacancy in a compound is reported differently, usually as a set of lines against the Fermi level, drawn for stated chemical potentials. The problems below settle which combinations of defects allow the first kind of report. For supercell practice, this decides when a defect energy can be compared between two calculations without matching their reservoirs, within a model of non-interacting defects with fixed energies.

## Defects, reactions and the bulk condition

There are finitely many atomic species $i$ and finitely many kinds of defect $k$, the types `ι` and `κ` in the code.

In Lean 4 with Mathlib:

```lean
import Mathlib

open Topology Matrix

namespace DefectFormationEnergy

noncomputable section

variable {ι κ : Type*} [Fintype ι] [Fintype κ]
```

Defect $k$ has an energy $E_k$, which is the total energy of the defective supercell minus that of the perfect one. It adds $n_{ki}$ atoms of species $i$ (negative if atoms are removed) and carries the charge $q_k$ in units of the elementary charge. Atom numbers and charges are integers. Any finite-size correction for a charged cell is taken to be already included in $E_k$.

```lean
/-- A point defect in a supercell: its total energy minus that of the perfect supercell,
the number of atoms of each species added (negative if removed), and its charge. -/
structure Defect (ι : Type*) where
  energy : ℝ
  atoms : ι → ℤ
  charge : ℤ
```

Atoms come from reservoirs with chemical potentials $\mu_i$, and electrons from a reservoir at the Fermi level $F$. Both are absolute here: $\mu_i$ is on the scale of the total energies, not counted from the elemental phase, and $F$ is on the scale of the band energies of the perfect crystal, not counted from the valence-band maximum. The formation energy is

$$E^{\mathrm f}_k(\mu,F)=E_k-\sum_i n_{ki}\,\mu_i+q_kF .$$

```lean
/-- The formation energy `E - ∑ nᵢ μᵢ + q F` of a defect at chemical potentials `μ` and
Fermi level `F`. -/
def formationEnergy (d : Defect ι) (μ : ι → ℝ) (F : ℝ) : ℝ :=
  d.energy - ∑ i, (d.atoms i : ℝ) * μ i + (d.charge : ℝ) * F
```

A defect reaction forms $\nu_k$ defects of kind $k$. The weights are real, and a negative weight means that the defect is consumed. The reaction energy is $R(\mu,F)=\sum_k\nu_kE^{\mathrm f}_k(\mu,F)$. Being a plain weighted sum, it contains no interaction between defects that are counted separately and no configurational entropy. A bound complex can enter as a kind of its own.

```lean
/-- The energy of a defect reaction that forms `ν k` defects of each kind `k`. -/
def reactionEnergy (d : κ → Defect ι) (ν : κ → ℝ) (μ : ι → ℝ) (F : ℝ) : ℝ :=
  ∑ k, ν k * formationEnergy (d k) μ F
```

The net composition $N$ and the net charge $Q$ of the reaction are

$$N_i=\sum_k\nu_k n_{ki},\qquad Q=\sum_k\nu_kq_k .$$

```lean
/-- The net number of atoms of each species added by a defect reaction. -/
def netAtoms (d : κ → Defect ι) (ν : κ → ℝ) : ι → ℝ :=
  fun i => ∑ k, ν k * ((d k).atoms i : ℝ)

/-- The net charge of the defects formed in a defect reaction. -/
def netCharge (d : κ → Defect ι) (ν : κ → ℝ) : ℝ :=
  ∑ k, ν k * ((d k).charge : ℝ)
```

The bulk compound has stoichiometry $s$, a real vector over the species, and energy $g$ per formula unit. The condition $s\cdot\mu=g$ says that the crystal is in equilibrium with the reservoirs: assembling one formula unit from them costs nothing. The chemical potentials that satisfy it form the equilibrium plane. The code writes the dot product as `⬝ᵥ`.

## (a) Collecting the reaction energy

**Task.** Show that the reaction energy depends on the chemical potentials only through $N$ and on the Fermi level only through $Q$:

$$R(\mu,F)=\sum_k\nu_kE_k-N\cdot\mu+QF .$$

**Solution.** Insert the formation energies and separate the three terms:

$$R=\sum_k\nu_kE_k-\sum_k\nu_k\sum_i n_{ki}\mu_i+\sum_k\nu_kq_kF .$$

Both sums in the middle term are finite, so they can be exchanged, which gives $\sum_i\big(\sum_k\nu_kn_{ki}\big)\mu_i=N\cdot\mu$. The last term is $QF$.

In the code, `h` is the exchange of sums, made by `Finset.sum_comm`. The remaining lines merge everything into one sum over $k$ and compare it term by term.

```lean
/-- The energy of a defect reaction depends on the chemical potentials only through its net
composition, and on the Fermi level only through its net charge. -/
theorem reactionEnergy_eq (d : κ → Defect ι) (ν : κ → ℝ) (μ : ι → ℝ) (F : ℝ) :
    reactionEnergy d ν μ F =
      ∑ k, ν k * (d k).energy - netAtoms d ν ⬝ᵥ μ + netCharge d ν * F := by
  -- exchange the sums over species and over defects
  have h : netAtoms d ν ⬝ᵥ μ = ∑ k, ν k * ∑ i, ((d k).atoms i : ℝ) * μ i := by
    simp only [netAtoms, dotProduct, Finset.sum_mul, Finset.mul_sum]
    rw [Finset.sum_comm]
    exact Finset.sum_congr rfl fun k _ => Finset.sum_congr rfl fun i _ => by ring
  rw [h, netCharge, Finset.sum_mul, ← Finset.sum_sub_distrib, ← Finset.sum_add_distrib]
  exact Finset.sum_congr rfl fun k _ => by rw [formationEnergy]; ring
```

## (b) Compositions that no allowed shift can detect

**Task.** Suppose that $N\cdot v=0$ for every shift $v$ of the chemical potentials with $s\cdot v=0$. Show that

$$N=c\,s\quad\text{for some real }c .$$

**Solution.** If $s=0$, every $v$ is allowed. The choice $v=N$ gives $N\cdot N=0$, so $N=0=0\cdot s$.

If $s\neq0$, subtract from $N$ its projection on $s$. Put $c=(s\cdot N)/(s\cdot s)$ and $w=N-cs$. Then

$$s\cdot w=s\cdot N-c\,(s\cdot s)=0 ,$$

so $w$ is itself an allowed shift and $N\cdot w=0$. Therefore

$$w\cdot w=N\cdot w-c\,(s\cdot w)=0 ,$$

and a real vector of zero length vanishes, which gives $N=cs$.

The proof splits into the same two cases. In the second, `h1` is $s\cdot w=0$ and `h2` is $w\cdot w=0$.

```lean
/-- If the cost `⟨N, μ⟩` of a composition change `N` is unchanged by every shift of the chemical
potentials that leaves the bulk energy `⟨s, μ⟩` unchanged, then `N` is a multiple of `s`. -/
theorem exists_smul_of_orthogonal (s N : ι → ℝ)
    (h : ∀ v : ι → ℝ, s ⬝ᵥ v = 0 → N ⬝ᵥ v = 0) : ∃ c : ℝ, N = c • s := by
  by_cases hs : s ⬝ᵥ s = 0
  · have hs0 : s = 0 := dotProduct_self_eq_zero.mp hs
    have hN : N ⬝ᵥ N = 0 := h N (by rw [hs0, zero_dotProduct])
    exact ⟨0, by rw [dotProduct_self_eq_zero.mp hN, zero_smul]⟩
  · -- the part of `N` orthogonal to `s` has zero length
    obtain ⟨c, hc⟩ : ∃ c : ℝ, c * (s ⬝ᵥ s) = s ⬝ᵥ N :=
      ⟨(s ⬝ᵥ N) / (s ⬝ᵥ s), div_mul_cancel₀ _ hs⟩
    have h1 : s ⬝ᵥ (N - c • s) = 0 := by
      rw [dotProduct_sub, dotProduct_smul, smul_eq_mul, hc, sub_self]
    have h2 : (N - c • s) ⬝ᵥ (N - c • s) = 0 := by
      rw [sub_dotProduct, smul_dotProduct, h _ h1, h1, smul_zero, sub_zero]
    exact ⟨c, sub_eq_zero.mp (dotProduct_self_eq_zero.mp h2)⟩
```

## (c) The energy of a balanced reaction

**Task.** Let $Q=0$, $N=cs$ and $s\cdot\mu=g$. Find the reaction energy at any Fermi level:

$$R(\mu,F)=\sum_k\nu_kE_k-c\,g .$$

**Solution.** In the formula of (a), the term $QF$ vanishes and $N\cdot\mu=c\,(s\cdot\mu)=cg$. The reaction adds $c$ formula units to the crystal, and the reservoirs supply them at the energy $g$ each.

The three assumptions are `hQ`, `hN` and `hμ`, and the proof substitutes them one after another.

```lean
/-- A charge-neutral defect reaction that adds `c` formula units of the bulk compound has
energy `∑ ν E - c g` whenever the chemical potentials satisfy `⟨s, μ⟩ = g`. -/
theorem reactionEnergy_of_balanced (d : κ → Defect ι) (ν : κ → ℝ) {s μ : ι → ℝ} {g c : ℝ}
    (hQ : netCharge d ν = 0) (hN : netAtoms d ν = c • s) (hμ : s ⬝ᵥ μ = g) (F : ℝ) :
    reactionEnergy d ν μ F = ∑ k, ν k * (d k).energy - c * g := by
  rw [reactionEnergy_eq, hQ, hN, smul_dotProduct, hμ, smul_eq_mul]
  ring
```

## (d) Constancy over a finite window of conditions

**Task.** Competing phases restrict the chemical potentials, and the band gap restricts the Fermi level. Let $W$ be a set of chemical potentials that contains a neighbourhood of some point $\mu_0$ with $s\cdot\mu_0=g$, and let $G$ contain at least two Fermi levels. Show that

$$R\ \text{is constant for } \mu\in W,\ s\cdot\mu=g,\ F\in G\iff Q=0\ \text{and}\ N=cs\ \text{for some real }c .$$

**Solution.** Assume first that $R$ is constant. Take two different levels $F_1,F_2\in G$ at the same point $\mu_0$. By (a),

$$0=R(\mu_0,F_1)-R(\mu_0,F_2)=Q\,(F_1-F_2),$$

so $Q=0$.

Now let $s\cdot v=0$. For small enough $t>0$ the point $\mu_0+tv$ lies in $W$, and it stays on the equilibrium plane because $s\cdot(\mu_0+tv)=g$. At the fixed level $F_1$,

$$0=R(\mu_0,F_1)-R(\mu_0+tv,F_1)=t\,(N\cdot v),$$

so $N\cdot v=0$. This holds for every such $v$, and (b) gives $N=cs$.

Conversely, if $Q=0$ and $N=cs$, then (c) gives the same value $\sum_k\nu_kE_k-cg$ at every allowed point.

In the statement, `W ∈ 𝓝 μ₀` says that $W$ contains a neighbourhood of $\mu_0$, and `G.Nontrivial` says that $G$ has two different members. The neighbourhood is taken in the full space of chemical potentials, so $W$ should encode the limits set by competing phases, while the bulk condition enters separately. Constancy is written as equality of $R$ at any two allowed pairs $(\mu,F)$ and $(\mu',F')$. With a single Fermi level in $G$, a charged reaction with $N=cs$ would also be constant.

The proof finds the small displacement from the continuity of $t\mapsto\mu_0+tv$: a ball of radius `ε` around $t=0$ is mapped into $W$, and $t=\varepsilon/2$ is used. Each `linear_combination e` turns an equality of two reaction energies into one of the products displayed above.

```lean
/-- Let the window `W` of chemical potentials contain a neighbourhood of a point `μ₀` with
`⟨s, μ₀⟩ = g`, and let `G` contain at least two Fermi levels. A defect reaction has constant
energy over `G` and the part of `W` with `⟨s, μ⟩ = g` if and only if its net charge is zero
and its net composition is a multiple of the bulk stoichiometry `s`. -/
theorem constant_on_window_iff (d : κ → Defect ι) (ν : κ → ℝ) {s μ₀ : ι → ℝ} {g : ℝ}
    {W : Set (ι → ℝ)} {G : Set ℝ} (hμ₀ : s ⬝ᵥ μ₀ = g) (hW : W ∈ 𝓝 μ₀)
    (hG : G.Nontrivial) :
    (∀ μ ∈ W, ∀ μ' ∈ W, s ⬝ᵥ μ = g → s ⬝ᵥ μ' = g → ∀ F ∈ G, ∀ F' ∈ G,
      reactionEnergy d ν μ F = reactionEnergy d ν μ' F') ↔
    netCharge d ν = 0 ∧ ∃ c : ℝ, netAtoms d ν = c • s := by
  constructor
  · intro h
    obtain ⟨F₁, h1, F₂, h2, hne⟩ := hG
    have m0 : μ₀ ∈ W := mem_of_mem_nhds hW
    constructor
    · -- compare two Fermi levels
      have e := h μ₀ m0 μ₀ m0 hμ₀ hμ₀ F₁ h1 F₂ h2
      simp only [reactionEnergy_eq] at e
      have e' : netCharge d ν * (F₁ - F₂) = 0 := by linear_combination e
      exact (mul_eq_zero.mp e').resolve_right (sub_ne_zero.mpr hne)
    · -- compare `μ₀` with a small displacement inside the equilibrium plane
      apply exists_smul_of_orthogonal
      intro v hv
      have hcont : Continuous (fun t : ℝ => μ₀ + t • v) := by fun_prop
      have hc := hcont.tendsto' 0 μ₀ (by simp)
      obtain ⟨ε, hε, hball⟩ := Metric.mem_nhds_iff.mp (hc hW)
      have hm : ε / 2 ∈ Metric.ball (0 : ℝ) ε := by
        rw [Metric.mem_ball, Real.dist_eq, sub_zero, abs_of_pos (half_pos hε)]
        exact half_lt_self hε
      have ht : μ₀ + (ε / 2) • v ∈ W := hball hm
      have hp : s ⬝ᵥ (μ₀ + (ε / 2) • v) = g := by
        rw [dotProduct_add, dotProduct_smul, hv, smul_zero, add_zero, hμ₀]
      have e := h μ₀ m0 _ ht hμ₀ hp F₁ h1 F₁ h1
      simp only [reactionEnergy_eq, dotProduct_add, dotProduct_smul, smul_eq_mul] at e
      have e' : (ε / 2) * (netAtoms d ν ⬝ᵥ v) = 0 := by linear_combination e
      exact (mul_eq_zero.mp e').resolve_left (half_pos hε).ne'
  · rintro ⟨hQ, c, hN⟩ μ _ μ' _ hμ hμ' F _ F' _
    rw [reactionEnergy_of_balanced d ν hQ hN hμ, reactionEnergy_of_balanced d ν hQ hN hμ']
```

## (e) Constancy over the whole equilibrium plane

**Task.** Let $s\neq0$. Show that the same criterion holds when all Fermi levels and the whole plane are allowed:

$$R(\mu,F)=R(\mu',F')\ \text{whenever}\ s\cdot\mu=s\cdot\mu'=g\iff Q=0\ \text{and}\ N=cs\ \text{for some real }c .$$

**Solution.** Part (d) applies with $W$ the whole space and $G$ the whole real line, provided that the plane has a point. Since $s\cdot s\neq0$, one such point is

$$\mu_0=\frac{g}{s\cdot s}\,s,\qquad s\cdot\mu_0=g .$$

For $s=0$ and $g\neq0$ no chemical potentials would satisfy the bulk condition, and every reaction would count as constant.

The code checks this point in `hμ₀` and then rewrites with the theorem of (d). What is left only adds or removes the statement that a point belongs to the whole space.

```lean
/-- For a nonzero bulk stoichiometry `s`, a defect reaction has the same energy at all Fermi
levels and all chemical potentials with `⟨s, μ⟩ = g` if and only if its net charge is zero
and its net composition is a multiple of `s`. -/
theorem constant_iff (d : κ → Defect ι) (ν : κ → ℝ) {s : ι → ℝ} (hs : s ≠ 0) (g : ℝ) :
    (∀ (μ μ' : ι → ℝ) (F F' : ℝ), s ⬝ᵥ μ = g → s ⬝ᵥ μ' = g →
      reactionEnergy d ν μ F = reactionEnergy d ν μ' F') ↔
    netCharge d ν = 0 ∧ ∃ c : ℝ, netAtoms d ν = c • s := by
  have hss : s ⬝ᵥ s ≠ 0 := fun h => hs (dotProduct_self_eq_zero.mp h)
  -- a nonzero `s` guarantees a point on the equilibrium plane
  have hμ₀ : s ⬝ᵥ ((g / (s ⬝ᵥ s)) • s) = g := by
    rw [dotProduct_smul, smul_eq_mul, div_mul_cancel₀ _ hss]
  rw [← constant_on_window_iff d ν hμ₀ Filter.univ_mem Set.nontrivial_univ]
  exact ⟨fun h μ _ μ' _ hm hm' F _ F' _ => h μ μ' F F' hm hm',
    fun h μ μ' F F' hm hm' => h μ (Set.mem_univ _) μ' (Set.mem_univ _) hm hm'
      F (Set.mem_univ _) F' (Set.mem_univ _)⟩
```

## (f) The formation energy of a vacancy

A vacancy of species $i$ removes one atom of that species and changes no other atom number.

```lean
variable [DecidableEq ι]

/-- A vacancy: one atom of species `i` is removed, at supercell energy difference `E` and
charge `q`. -/
def vacancy (i : ι) (E : ℝ) (q : ℤ) : Defect ι where
  energy := E
  atoms := fun j => if j = i then -1 else 0
  charge := q
```

**Task.** Show that a vacancy of species $i$ with energy $E$ and charge $q$ has the formation energy

$$E^{\mathrm f}=E+\mu_i+qF .$$

**Solution.** The only nonzero atom number is $-1$, for species $i$. The term $-\sum_j n_j\mu_j$ is therefore $+\mu_i$: the removed atom goes to its reservoir. The single `simp` evaluates this sum.

```lean
/-- The formation energy of a vacancy of species `i` is `E + μᵢ + q F`. -/
theorem formationEnergy_vacancy (i : ι) (E : ℝ) (q : ℤ) (μ : ι → ℝ) (F : ℝ) :
    formationEnergy (vacancy i E q) μ F = E + μ i + q * F := by
  simp [formationEnergy, vacancy, Int.cast_ite, ite_mul]
```

## (g) The Schottky energy

**Task.** Form $s_i$ vacancies of each species $i$, with energies $E_i$ and charges $q_i$ that satisfy $\sum_i s_iq_i=0$. Show that on the equilibrium plane, at every Fermi level,

$$R(\mu,F)=\sum_i s_iE_i+g .$$

**Solution.** By (f),

$$R=\sum_i s_i(E_i+\mu_i+q_iF)=\sum_i s_iE_i+s\cdot\mu+\Big(\sum_i s_iq_i\Big)F .$$

The second term is $g$ and the third is zero. This agrees with (c) for $c=-1$: the removed atoms make up one formula unit, which at equilibrium has the same energy $g$ in the reservoirs as in the perfect bulk. The result is therefore also the cost when these atoms are built back into perfect crystal, as in the usual picture of a Schottky defect.

For Al₂O₃ with vacancies of charge $-3$ on aluminium and $+2$ on oxygen, the charges cancel: $2(-3)+3(2)=0$. The total energies needed are those of the perfect supercell and of one defective cell for each of the two kinds of vacancy. Subtracting the perfect-cell energy and including the finite-size corrections gives $E_{\mathrm{Al}}$ and $E_{\mathrm O}$, and dividing the perfect-cell energy by the number of formula units in the cell gives $g$. The Schottky energy is $2E_{\mathrm{Al}}+3E_{\mathrm O}+g$ for five separated vacancies. No calculation for aluminium metal or the oxygen molecule enters.

In the code the kinds of defect are labelled by the species themselves, and $s$ serves as the list of weights. The expansion above is `h`, and the last line inserts the two conditions.

```lean
/-- Schottky reaction: vacancies formed in the stoichiometric ratio `s`, with charges that
cancel, cost `∑ sᵢ Eᵢ + g` at every Fermi level and all chemical potentials with
`⟨s, μ⟩ = g`. -/
theorem schottky_energy (s E μ : ι → ℝ) (q : ι → ℤ) (g F : ℝ)
    (hq : ∑ i, s i * (q i : ℝ) = 0) (hμ : s ⬝ᵥ μ = g) :
    reactionEnergy (fun i => vacancy i (E i) (q i)) s μ F = ∑ i, s i * E i + g := by
  have h : reactionEnergy (fun i => vacancy i (E i) (q i)) s μ F =
      ∑ i, s i * E i + s ⬝ᵥ μ + (∑ i, s i * (q i : ℝ)) * F := by
    simp only [reactionEnergy, formationEnergy_vacancy, dotProduct, Finset.sum_mul,
      ← Finset.sum_add_distrib]
    exact Finset.sum_congr rfl fun i _ => by ring
  rw [h, hq, hμ, zero_mul, add_zero]
```

## (h) A lone vacancy over the whole plane

**Task.** Let the compound contain a species $j\neq i$, so that $s_j\neq0$. Fix the Fermi level $F$ and any real number $x$. Find chemical potentials with

$$s\cdot\mu=g\quad\text{and}\quad E+\mu_i+qF=x .$$

**Solution.** The second equation fixes $\mu_i$, and $\mu_j$ then restores equilibrium with the bulk:

$$\mu_i=x-E-qF,\qquad \mu_j=\frac{g-s_i\mu_i}{s_j},$$

with all other chemical potentials zero. Then $s\cdot\mu=s_i\mu_i+s_j\mu_j=g$.

The whole plane is used here, including chemical potentials at which competing phases would form; a bounded stability region gives only a bounded range of energies. In an elemental crystal there is no second species, and the bulk condition fixes $\mu_i$.

The code builds this $\mu$ from two `Pi.single` vectors, each nonzero at one species at most, and verifies the two equations in turn.

```lean
/-- If the bulk contains a species `j` other than `i`, then at any fixed Fermi level a lone
vacancy of species `i` takes every real formation energy `x` at suitable chemical potentials
with `⟨s, μ⟩ = g`. -/
theorem lone_vacancy_takes_every_energy {s : ι → ℝ} {i j : ι} (hij : i ≠ j) (hj : s j ≠ 0)
    (E g F x : ℝ) (q : ℤ) :
    ∃ μ : ι → ℝ, s ⬝ᵥ μ = g ∧ formationEnergy (vacancy i E q) μ F = x := by
  -- choose `μᵢ` freely and let `μⱼ` restore equilibrium with the bulk
  refine ⟨Pi.single i (x - E - q * F) +
    Pi.single j ((g - s i * (x - E - q * F)) / s j), ?_, ?_⟩
  · rw [dotProduct_add, dotProduct_single, dotProduct_single, mul_div_cancel₀ _ hj]
    ring
  · rw [formationEnergy_vacancy, Pi.add_apply, Pi.single_eq_same, Pi.single_eq_of_ne hij]
    ring

end

end DefectFormationEnergy
```

```lean
#print axioms DefectFormationEnergy.reactionEnergy_of_balanced
#print axioms DefectFormationEnergy.constant_iff
#print axioms DefectFormationEnergy.schottky_energy
#print axioms DefectFormationEnergy.lone_vacancy_takes_every_energy
```

```
'DefectFormationEnergy.reactionEnergy_of_balanced' depends on axioms: [propext, Classical.choice, Quot.sound]
'DefectFormationEnergy.constant_iff' depends on axioms: [propext, Classical.choice, Quot.sound]
'DefectFormationEnergy.schottky_energy' depends on axioms: [propext, Classical.choice, Quot.sound]
'DefectFormationEnergy.lone_vacancy_takes_every_energy' depends on axioms: [propext, Classical.choice, Quot.sound]
```
